# At zero pressure, $B_0$ and $B'$ fix $B''$ in the Murnaghan, Vinet and third-order Poirier–Tarantola equations of state

Let $B_0\ne0$ be the bulk modulus and $b\ne0$ its pressure derivative at the zero-pressure volume $V_0$. With these shared, the second pressure derivative $B''$ there satisfies

$$B_0B''=\begin{cases}0&\text{Murnaghan}\\ \tfrac{19}{36}-\tfrac b2-\tfrac{b^2}{4}&\text{Vinet}\\ 3b-3-b^2&\text{Poirier–Tarantola.}\end{cases}$$

When one of these three laws is fitted to computed energies or pressures, choosing the law therefore also chooses $B''$ at $V_0$ for given $B_0$ and $b$.

```lean
import Mathlib

open Real

namespace EquationOfStateCurvature

noncomputable section
```

## Pressure derivatives along the compression curve

Write the pressure $P$ as a function of $y=\ln(V_0/V)$, which is zero at $V=V_0$. Since $dy=-dV/V$, the bulk modulus is $B=-V\,dP/dV=dP/dy$.

```lean
/-- The bulk modulus `dP/dy` of a pressure law written in the logarithmic compression
`y = ln (V0/V)`. -/
def bulkModulus (P : ℝ → ℝ) (y : ℝ) : ℝ := deriv P y
```

Any quantity $Q$ on the curve changes with pressure at the rate $dQ/dP=(dQ/dy)/(dP/dy)$, which has this meaning where $dP/dy\neq0$.

```lean
/-- The rate of change `dQ/dP` of a quantity `Q` with pressure along the compression curve,
for points where `dP/dy` is nonzero. -/
def pressureRate (P Q : ℝ → ℝ) (y : ℝ) : ℝ := deriv Q y / deriv P y
```

Taking $Q=B$ gives $B'=P_{yy}/P_y$, where subscripts denote $y$-derivatives.

```lean
/-- The first pressure derivative `B' = dB/dP` of the bulk modulus, where `dP/dy` is nonzero. -/
def bulkPrime (P : ℝ → ℝ) : ℝ → ℝ := pressureRate P (bulkModulus P)
```

Taking $Q=B'$ gives $B''$.

```lean
/-- The second pressure derivative `B'' = d²B/dP²` of the bulk modulus, where `dP/dy` is
nonzero. -/
def bulkSecond (P : ℝ → ℝ) : ℝ → ℝ := pressureRate P (bulkPrime P)
```

The comparison concerns four numbers at $y=0$: $P=0$, $B=B_0$, $B'=b$, and the dimensionless product $B_0B''=c$.

```lean
/-- At `y = 0` the pressure vanishes, the bulk modulus is `B0`, its pressure derivative is `b`,
and `B0 B'' = c`. -/
structure HasElasticData (P : ℝ → ℝ) (B0 b c : ℝ) : Prop where
  pressure : P 0 = 0
  modulus : bulkModulus P 0 = B0
  slope : bulkPrime P 0 = b
  curvature : B0 * bulkSecond P 0 = c
```

## The three pressure laws

The laws are taken as given, not derived from interatomic forces. $B_0$ measures the resistance to compression at $V_0$, and $b$ is the rate at which that resistance changes with pressure there; both are fixed parameters of a law, while $B$ and in general $B'$ vary along the curve. Murnaghan's law is $P=(B_0/b)(e^{by}-1)$.

```lean
/-- The Murnaghan pressure, for `b ≠ 0`. -/
def murnaghan (B0 b y : ℝ) : ℝ := B0 / b * (exp (b * y) - 1)
```

With the length ratio $x=e^{-y/3}=(V/V_0)^{1/3}$, Vinet's law is $P=3B_0(1-x)x^{-2}e^{k(1-x)}$, where $k=\tfrac32(b-1)$.

```lean
/-- The Vinet pressure, with `x = exp (-y/3)` the ratio of lengths `(V/V0)^(1/3)`. -/
def vinet (B0 b y : ℝ) : ℝ :=
  3 * B0 * ((1 - exp (-y / 3)) / exp (-y / 3) ^ 2) * exp (3 / 2 * (b - 1) * (1 - exp (-y / 3)))
```

The third-order Poirier–Tarantola law, the one meant throughout, is $P=B_0e^y\left(y+\tfrac{b-2}{2}y^2\right)$. The fourth-order law has $B''$ at $V_0$ as a further parameter.

```lean
/-- The Poirier-Tarantola (logarithmic) pressure. -/
def poirierTarantola (B0 b y : ℝ) : ℝ := B0 * exp y * (y + (b - 2) * y ^ 2 / 2)
```

For Vinet, set $u=1/x=e^{y/3}$. Its first two derivatives, like $P$ itself, have the form $(au^2+cu+d+ex)\,e^{k(1-x)}$, with constant coefficients $a,c,d,e$. Here $c$ is not the earlier $B_0B''$, and the $e$ multiplying $x$ is a coefficient, not the base of the exponential.

```lean
/-- A polynomial in `1/x` and `x`, with `x = exp (-y/3)`, times the Vinet exponential
`exp (k (1 - x))`. -/
def vinetMode (k a c d e y : ℝ) : ℝ :=
  (a * (exp (y / 3) * exp (y / 3)) + c * exp (y / 3) + d + e * exp (-y / 3)) *
    exp (k * (1 - exp (-y / 3)))
```

## Agreement with the usual derivatives

For positive volumes and $P$ differentiable at $y$, the chain rule gives $dP/dV=P_y\cdot(-1/V)$. Multiplying by $-V$ recovers $P_y$.

```lean
/-- The derivative `dP/dy` is the usual bulk modulus `-V dP/dV`. -/
theorem volume_bulkModulus {P : ℝ → ℝ} {V0 V : ℝ} (hV0 : 0 < V0) (hV : 0 < V)
    (hP : DifferentiableAt ℝ P (log (V0 / V))) :
    -V * deriv (fun v => P (log (V0 / v))) V = bulkModulus P (log (V0 / V)) := by
  have hlog : HasDerivAt (fun v => log (V0 / v)) (-V⁻¹) V := by
    refine ((Real.hasDerivAt_log hV.ne').const_sub (log V0)).congr_of_eventuallyEq ?_
    filter_upwards [eventually_ne_nhds hV.ne'] with v hv
    exact Real.log_div hV0.ne' hv
  have hd : deriv (fun v => P (log (V0 / v))) V = deriv P (log (V0 / V)) * -V⁻¹ :=
    (HasDerivAt.comp V hP.hasDerivAt hlog).deriv
  have hi : V * V⁻¹ = 1 := mul_inv_cancel₀ hV.ne'
  rw [hd]
  unfold bulkModulus
  linear_combination deriv P (log (V0 / V)) * hi
```

If $Q=g(P)$ with $g$ differentiable at the pressure in question, then $Q_y=g'(P)P_y$, and division by $P_y\ne0$ leaves $g'(P)$. So `pressureRate` is the ordinary pressure derivative.

```lean
/-- If a quantity is a function `g` of the pressure, its rate of change with pressure along the
compression curve is the ordinary derivative of `g`. -/
theorem pressureRate_comp {P g : ℝ → ℝ} {y : ℝ} (hP : deriv P y ≠ 0)
    (hg : DifferentiableAt ℝ g (P y)) :
    pressureRate P (fun s => g (P s)) y = deriv g (P y) := by
  have hd : deriv (fun s => g (P s)) y = deriv g (P y) * deriv P y :=
    (HasDerivAt.comp y hg.hasDerivAt (differentiableAt_of_deriv_ne_zero hP).hasDerivAt).deriv
  unfold pressureRate
  rw [hd, mul_div_assoc, div_self hP, mul_one]
```

## From three $y$-derivatives to $B''$

Suppose that at $y=0$ we have $P=0$, $P_y=B_0\ne0$, $P_{yy}=bB_0$ and $P_{yyy}=B_0q$. Then $B'=b$, and the quotient rule gives

$$B''=\frac{1}{P_y}\frac{d}{dy}\frac{P_{yy}}{P_y}=\frac{P_{yyy}P_y-P_{yy}^2}{P_y^3}=\frac{q-b^2}{B_0}.$$

In Lean, `P1` and `P2` are the first two derivatives as functions; `d3` is the quotient rule, and `field_simp` cancels the powers of $B_0$.

```lean
/-- If `P = 0` and the first three `y`-derivatives of `P` are `B0`, `b B0` and `B0 q` at `y = 0`,
then `B = B0`, `B' = b` and `B0 B'' = q - b²` there. -/
theorem elasticData_of_derivs {P P1 P2 : ℝ → ℝ} {B0 b q : ℝ} (hB : B0 ≠ 0) (h0 : P 0 = 0)
    (h1 : ∀ y, HasDerivAt P (P1 y) y) (h2 : ∀ y, HasDerivAt P1 (P2 y) y)
    (h3 : HasDerivAt P2 (B0 * q) 0) (e1 : P1 0 = B0) (e2 : P2 0 = b * B0) :
    HasElasticData P B0 b (q - b ^ 2) := by
  have d1 : bulkModulus P = P1 := funext fun y => (h1 y).deriv
  have d2 : bulkPrime P = fun y => P2 y / P1 y := by
    funext y
    change deriv (bulkModulus P) y / deriv P y = _
    rw [d1, (h2 y).deriv, (h1 y).deriv]
  -- the quotient rule for B' = P_yy / P_y
  have d3 : deriv (bulkPrime P) 0 = (B0 * q * P1 0 - P2 0 * P2 0) / P1 0 ^ 2 := by
    rw [d2]
    exact (h3.fun_div (h2 0) (by rw [e1]; exact hB)).deriv
  refine ⟨h0, by rw [d1, e1], ?_, ?_⟩
  · rw [d2]
    change P2 0 / P1 0 = b
    rw [e1, e2, mul_div_cancel_right₀ b hB]
  · change B0 * (deriv (bulkPrime P) 0 / deriv P 0) = _
    rw [d3, (h1 0).deriv, e1, e2]
    field_simp
```

## Murnaghan

Successive derivatives are $B_0e^{by}$, $bB_0e^{by}$ and $b^2B_0e^{by}$. Hence $q=b^2$ and $B_0B''=0$.

```lean
/-- The Murnaghan law has `B0 B'' = 0` at zero pressure. -/
theorem murnaghan_data {B0 b : ℝ} (hB : B0 ≠ 0) (hb : b ≠ 0) :
    HasElasticData (murnaghan B0 b) B0 b 0 := by
  have he : ∀ y, HasDerivAt (fun s => exp (b * s)) (exp (b * y) * b) y := fun y =>
    ((hasDerivAt_id' y).const_mul b).exp.congr_deriv (by ring)
  have h1 : ∀ y, HasDerivAt (murnaghan B0 b) (B0 * exp (b * y)) y := fun y =>
    (((he y).sub_const 1).const_mul (B0 / b)).congr_deriv (by field_simp)
  have h2 : ∀ y, HasDerivAt (fun s => B0 * exp (b * s)) (b * B0 * exp (b * y)) y := fun y =>
    ((he y).const_mul B0).congr_deriv (by ring)
  have h3 : HasDerivAt (fun s => b * B0 * exp (b * s)) (B0 * b ^ 2) 0 :=
    ((he 0).const_mul (b * B0)).congr_deriv (by rw [mul_zero, Real.exp_zero]; ring)
  have h := elasticData_of_derivs (b := b) hB (by simp [murnaghan]) h1 h2 h3 (by simp) (by simp)
  convert h using 1
  ring
```

## Vinet

From $u_y=u/3$, $x_y=-x/3$ and $ux=1$, the derivative of the general form is $e^{k(1-x)}$ times

$$\tfrac{2a}{3}u^2+\tfrac{c+ka}{3}u+\tfrac{kc}{3}+\tfrac{kd-e}{3}x+\tfrac{ke}{3}x^2.$$

The closing `linear_combination` uses $ux=1$ to reduce the mixed products.

```lean
/-- The derivative in `y` of a polynomial in `1/x` and `x` times the Vinet exponential. -/
theorem hasDerivAt_vinetMode (k a c d e y : ℝ) :
    HasDerivAt (vinetMode k a c d e)
      ((2 * a / 3 * (exp (y / 3) * exp (y / 3)) + (c + k * a) / 3 * exp (y / 3) + k * c / 3 +
        (k * d - e) / 3 * exp (-y / 3) + k * e / 3 * (exp (-y / 3) * exp (-y / 3))) *
        exp (k * (1 - exp (-y / 3)))) y := by
  have hu : HasDerivAt (fun s => exp (s / 3)) (exp (y / 3) / 3) y :=
    ((hasDerivAt_id' y).div_const 3).exp.congr_deriv (by ring)
  have hx : HasDerivAt (fun s => exp (-s / 3)) (-exp (-y / 3) / 3) y :=
    ((hasDerivAt_id' y).fun_neg.div_const 3).exp.congr_deriv (by ring)
  have hux : exp (y / 3) * exp (-y / 3) = 1 := by
    rw [← Real.exp_add, ← Real.exp_zero]; congr 1; ring
  refine ((((((hu.fun_mul hu).const_mul a).fun_add (hu.const_mul c)).add_const d).fun_add
    (hx.const_mul e)).fun_mul ((hx.const_sub 1).const_mul k).exp).congr_deriv ?_
  linear_combination
    (exp (k * (1 - exp (-y / 3))) * k / 3 * (a * exp (y / 3) + c)) * hux
```

Since $(1-x)/x^2=u^2-u$, three applications give

$$\begin{aligned}P&=3B_0(u^2-u)e^{k(1-x)},\\ P_y&=B_0\left[2u^2+(k-1)u-k\right]e^{k(1-x)},\\ P_{yy}&=B_0\left[\tfrac43u^2+\tfrac{3k-1}{3}u+\tfrac{k(k-1)}{3}-\tfrac{k^2}{3}x\right]e^{k(1-x)},\\ P_{yyy}(0)&=B_0\,\tfrac{7+6k+3k^2}{9}.\end{aligned}$$

At $y=0$, $u=x=1$, so $P=0$, $P_y=B_0$ and $P_{yy}=B_0(1+\tfrac{2k}{3})=bB_0$. Inserting $k$ gives $q=\tfrac{19}{36}-\tfrac b2+\tfrac{3b^2}{4}$; subtract $b^2$.

```lean
/-- The Vinet law has `B0 B'' = 19/36 - b/2 - b²/4` at zero pressure. -/
theorem vinet_data {B0 : ℝ} (b : ℝ) (hB : B0 ≠ 0) :
    HasElasticData (vinet B0 b) B0 b (19 / 36 - b / 2 - b ^ 2 / 4) := by
  obtain ⟨k, hk⟩ : ∃ k, k = 3 / 2 * (b - 1) := ⟨_, rfl⟩
  -- remove the denominator by exp (y/3) = 1/x
  have e : vinet B0 b = vinetMode k (3 * B0) (-(3 * B0)) 0 0 := by
    funext y
    have hux : exp (y / 3) * exp (-y / 3) = 1 := by
      rw [← Real.exp_add, ← Real.exp_zero]; congr 1; ring
    have hq : (1 - exp (-y / 3)) / exp (-y / 3) ^ 2 = exp (y / 3) * exp (y / 3) - exp (y / 3) := by
      rw [div_eq_iff (by positivity)]
      linear_combination (exp (-y / 3) - exp (y / 3) * exp (-y / 3) - 1) * hux
    unfold vinet vinetMode
    rw [hq, ← hk]
    ring
  have m0 : ∀ a c d e, vinetMode k a c d e 0 = a + c + d + e := by
    intros; simp [vinetMode]
  have h1 : ∀ y, HasDerivAt (vinet B0 b)
      (vinetMode k (2 * B0) (B0 * (k - 1)) (-(B0 * k)) 0 y) y := by
    intro y
    rw [e]
    exact (hasDerivAt_vinetMode _ _ _ _ _ y).congr_deriv (by unfold vinetMode; ring)
  have h2 : ∀ y, HasDerivAt (vinetMode k (2 * B0) (B0 * (k - 1)) (-(B0 * k)) 0)
      (vinetMode k (4 * B0 / 3) (B0 * (3 * k - 1) / 3) (B0 * k * (k - 1) / 3)
        (-(B0 * k ^ 2 / 3)) y) y := fun y =>
    (hasDerivAt_vinetMode _ _ _ _ _ y).congr_deriv (by unfold vinetMode; ring)
  have h3 : HasDerivAt (vinetMode k (4 * B0 / 3) (B0 * (3 * k - 1) / 3) (B0 * k * (k - 1) / 3)
      (-(B0 * k ^ 2 / 3))) (B0 * ((7 + 6 * k + 3 * k ^ 2) / 9)) 0 :=
    (hasDerivAt_vinetMode _ _ _ _ _ 0).congr_deriv (by
      simp only [neg_zero, zero_div, Real.exp_zero, sub_self, mul_zero]
      ring)
  have h := elasticData_of_derivs (b := b) hB (by rw [e, m0]; ring) h1 h2 h3
    (by rw [m0]; ring) (by rw [m0, hk]; ring)
  convert h using 1
  rw [hk]
  ring
```

## Poirier–Tarantola

Differentiating $e^y(p+qy+ry^2)$ gives $e^y[(p+q)+(q+2r)y+ry^2]$; here $q$ is only a coefficient.

```lean
/-- The derivative of an exponential times a quadratic polynomial. -/
theorem hasDerivAt_exp_quadratic (p q r y : ℝ) :
    HasDerivAt (fun s => exp s * (p + q * s + r * (s * s)))
      (exp y * ((p + q) + (q + 2 * r) * y + r * (y * y))) y :=
  ((Real.hasDerivAt_exp y).fun_mul ((((hasDerivAt_id' y).const_mul q).const_add p).fun_add
    (((hasDerivAt_id' y).fun_mul (hasDerivAt_id' y)).const_mul r))).congr_deriv (by ring)
```

Divided by $B_0$, the coefficients $(p,q,r)$ run

$$\left(0,1,\tfrac{b-2}2\right)\to\left(1,b-1,\tfrac{b-2}2\right)\to\left(b,2b-3,\tfrac{b-2}2\right),$$

and the next constant term is $3b-3$. Thus $P_{yyy}(0)=B_0(3b-3)$, and $B_0B''=3b-3-b^2$.

```lean
/-- The Poirier-Tarantola law has `B0 B'' = 3b - 3 - b²` at zero pressure. -/
theorem poirierTarantola_data {B0 : ℝ} (b : ℝ) (hB : B0 ≠ 0) :
    HasElasticData (poirierTarantola B0 b) B0 b (3 * b - 3 - b ^ 2) := by
  have e : poirierTarantola B0 b =
      fun s => exp s * (0 + B0 * s + B0 * (b - 2) / 2 * (s * s)) := by
    funext s
    unfold poirierTarantola
    ring
  have h1 : ∀ y, HasDerivAt (poirierTarantola B0 b)
      (exp y * (B0 + B0 * (b - 1) * y + B0 * (b - 2) / 2 * (y * y))) y := by
    intro y
    rw [e]
    exact (hasDerivAt_exp_quadratic _ _ _ y).congr_deriv (by ring)
  have h2 : ∀ y, HasDerivAt
      (fun s => exp s * (B0 + B0 * (b - 1) * s + B0 * (b - 2) / 2 * (s * s)))
      (exp y * (b * B0 + B0 * (2 * b - 3) * y + B0 * (b - 2) / 2 * (y * y))) y := fun y =>
    (hasDerivAt_exp_quadratic _ _ _ y).congr_deriv (by ring)
  have h3 : HasDerivAt
      (fun s => exp s * (b * B0 + B0 * (2 * b - 3) * s + B0 * (b - 2) / 2 * (s * s)))
      (B0 * (3 * b - 3)) 0 :=
    (hasDerivAt_exp_quadratic _ _ _ 0).congr_deriv (by rw [Real.exp_zero]; ring)
  exact elasticData_of_derivs hB (by simp [poirierTarantola]) h1 h2 h3 (by simp) (by simp)
```

## The comparison and its ordering

Together these give the values stated at the start. They are local to $V=V_0$ and do not say which law suits a given material.

```lean
/-- The three laws share zero pressure, bulk modulus `B0` and pressure derivative `b` at `V = V0`,
with `B0 B''` equal to `0`, `19/36 - b/2 - b²/4` and `3b - 3 - b²` respectively. -/
theorem equations_of_state_compared {B0 b : ℝ} (hB : B0 ≠ 0) (hb : b ≠ 0) :
    HasElasticData (murnaghan B0 b) B0 b 0 ∧
    HasElasticData (vinet B0 b) B0 b (19 / 36 - b / 2 - b ^ 2 / 4) ∧
    HasElasticData (poirierTarantola B0 b) B0 b (3 * b - 3 - b ^ 2) :=
  ⟨murnaghan_data hB hb, vinet_data b hB, poirierTarantola_data b hB⟩
```

For $B_0>0$ and $b\ge\tfrac{16}5$, put $t=b-\tfrac{16}5\ge0$. The Vinet value of $B_0B''$ minus the Poirier–Tarantola value is

$$\tfrac34b^2-\tfrac72b+\tfrac{127}{36}=\tfrac34t^2+\tfrac{13}{10}t+\tfrac7{900}>0.$$

The Vinet value is negative because $\tfrac b2\ge\tfrac85>\tfrac{19}{36}$, so it lies below Murnaghan's zero. `nlinarith` proves both inequalities, and $B_0>0$ carries them over to $B''$.

```lean
/-- For `B0 > 0` and `b ≥ 16/5`, the value of `B''` at zero pressure is lowest for
Poirier-Tarantola, higher for Vinet and highest for Murnaghan. -/
theorem bulkSecond_ordering {B0 b : ℝ} (hB : 0 < B0) (hb : 16 / 5 ≤ b) :
    bulkSecond (poirierTarantola B0 b) 0 < bulkSecond (vinet B0 b) 0 ∧
    bulkSecond (vinet B0 b) 0 < bulkSecond (murnaghan B0 b) 0 := by
  have hb0 : b ≠ 0 := by linarith
  obtain ⟨hM, hV, hT⟩ := equations_of_state_compared hB.ne' hb0
  constructor
  · refine lt_of_mul_lt_mul_left ?_ hB.le
    rw [hT.curvature, hV.curvature]
    nlinarith [mul_nonneg (sub_nonneg.mpr hb) (sub_nonneg.mpr hb)]
  · refine lt_of_mul_lt_mul_left ?_ hB.le
    rw [hV.curvature, hM.curvature]
    nlinarith [sq_nonneg b]

end

end EquationOfStateCurvature
```

Without the bound on $b$ the ordering can fail. At $b=3$, $B_0B''$ is $-3$ for Poirier–Tarantola but $-\tfrac{29}{9}$ for Vinet, so Vinet is the lower of the two.

```lean
#print axioms EquationOfStateCurvature.volume_bulkModulus
#print axioms EquationOfStateCurvature.pressureRate_comp
#print axioms EquationOfStateCurvature.bulkSecond_ordering
```

```
'EquationOfStateCurvature.volume_bulkModulus' depends on axioms: [propext, Classical.choice, Quot.sound]
'EquationOfStateCurvature.pressureRate_comp' depends on axioms: [propext, Classical.choice, Quot.sound]
'EquationOfStateCurvature.bulkSecond_ordering' depends on axioms: [propext, Classical.choice, Quot.sound]
```
